# The $N^{-2}$ grid error of $\sqrt{\sin^2(\pi x)}$ depends on where the grid sits relative to the node

Suppose a uniform grid integrates a density exactly, and is trusted to do equally well for the density's square root. For the density $\sin^2(\pi x)$ that trust is misplaced. With a grid point on the node, the integral of the root has an error that falls only as $1/N^2$ with the number $N$ of grid points, and the error changes sign when that grid is shifted by half a spacing. A convergence test that always keeps a point on the node shows the slow decay but not the dependence on position.

## A node in the density, a kink in its root

Plane-wave codes typically evaluate semilocal exchange-correlation energies by summing over a uniform real-space grid. The density $\sin^2(\pi x)$ contains a single oscillation, $\cos(2\pi x)$, and has a node at every integer $x$. Its square root is $|\sin(\pi x)|$, whose slope jumps from $-\pi$ to $\pi$ at each node. In this one-dimensional model with a fixed density, the effect of that kink on a grid integral can be computed exactly; it is a simple analogue of a computed energy that changes when atoms move relative to the grid.

## The limit for every grid offset

For a function $f$, let
$$Q_N(s)=\frac1N\sum_{j=0}^{N-1} f\!\left(\frac{j+s}{N}\right)$$
be its average over $N$ points with offset $s$, measured in grid spacings. In Lean this is `gridAverage f N s`. The density is `density`, and its real, non-negative root is `rootDensity`. The unit cell is $[0,1]$.

The main theorem, `tendsto_grid_error`, takes $f$ to be the root and assumes $0\le s\le 1$. It states that, as $N\to\infty$ through the natural numbers,
$$N^2\left(Q_N(s)-\int_0^1\sqrt{\sin^2(\pi x)}\,dx\right)\;\to\;\frac{\pi}{12}-\pi\left(s-\tfrac12\right)^2 .$$
The integral is $2/\pi$ by `integral_rootDensity`. Write $A_N=Q_N(0)$ for the grid with a point on the node and $B_N=Q_N(1/2)$ for the grid shifted by half a spacing. Their scaled errors tend to $-\pi/6$ and $\pi/12$.

The range of $s$ loses no grids, since raising $s$ by 1 gives the same average; the formula itself, however, holds only for $s$ in $[0,1]$.

The density integrates to $1/2$. For the one-particle density $2\sin^2(\pi x)$, the integral of the root and all its errors are multiplied by $\sqrt2$, so the two limits become $-\sqrt2\,\pi/6$ and $\sqrt2\,\pi/12$.

The theorems concern this density and its square root only. Those on the scaled error give limits, not bounds at finite $N$, and none of them covers other functionals or three-dimensional grids.

## Sines in arithmetic progression

Let $\theta$ be half the phase step and $b$ the first phase. The product formula gives
$$2\sin\theta\,\sin(b+2\theta j)=\cos(b+2\theta j-\theta)-\cos(b+2\theta j+\theta).$$
The second cosine for $j$ is the first cosine for $j+1$, so the sum over $0\le j<n$ telescopes:
$$2\sin\theta\sum_{j=0}^{n-1}\sin(b+2\theta j)=\cos(b-\theta)-\cos(b+2\theta n-\theta).$$

## The density has no grid error

Write $\sin^2(\pi x)=\tfrac12-\tfrac12\cos(2\pi x)$. At the grid points,
$$\cos\frac{2\pi(j+s)}{N}=\sin\left(\frac{2\pi s}{N}+\frac{\pi}{2}+\frac{2\pi j}{N}\right).$$
Use the sum with $\theta=\pi/N$ and $n=N$. The two cosines on the right differ in phase by $2\pi$ and cancel. For $N\ge2$ we have $\sin(\pi/N)\neq0$, so the oscillating part sums to zero and the average is $1/2$, the exact integral, for every real $s$. A single point gives $\sin^2(\pi s)$ instead, which is 0 at $s=0$.

## The root in closed form

On $[0,1]$ the sine is non-negative, so the root equals $\sin(\pi x)$ and
$$\int_0^1\sin(\pi x)\,dx=\frac{1-\cos\pi}{\pi}=\frac2\pi .$$
For $0\le s\le1$ all grid points lie in $[0,1]$. Take $b=\pi s/N$, $\theta=\pi/(2N)$ and $n=N$. The first cosine is $\cos(\pi(s-\tfrac12)/N)$. The second has a phase larger by $\pi$, hence the opposite sign, and the two add up:
$$Q_N(s)=\frac{\cos\left(\pi(s-\frac12)/N\right)}{N\sin\left(\pi/(2N)\right)}\qquad(N\ge1).$$

## The scaled error as $N$ grows

Set $c=s-\tfrac12$ and keep $\theta=\pi/(2N)$, so that $N=\pi/(2\theta)$. With $\cos(2c\theta)=1-2\sin^2(c\theta)$,
$$Q_N(s)-\frac2\pi=\frac2\pi\cdot\frac{\theta-\sin\theta-2\theta\sin^2(c\theta)}{\sin\theta}.$$
Multiplying by $N^2=\pi^2/(4\theta^2)$ gives
$$N^2\left(Q_N(s)-\frac2\pi\right)=\frac\pi2\cdot\frac{\dfrac{\theta-\sin\theta}{\theta^3}-2\left(\dfrac{\sin(c\theta)}{\theta}\right)^2}{\dfrac{\sin\theta}{\theta}} .$$
As $\theta\to0$, the expansion $\sin\theta=\theta-\theta^3/6+O(\theta^5)$ sends the first quotient to $1/6$. The other two tend to $c$ and $1$. The limit is therefore
$$\frac\pi2\left(\frac16-2c^2\right)=\frac\pi{12}-\pi c^2 .$$
Setting $c=-\tfrac12$ and $c=0$ gives $-\pi/6$ and $\pi/12$. In the mean $(A_N+2B_N)/3$ these contributions cancel, so its error times $N^2$ tends to zero.

## Two grid points

For $N=2$ the unshifted points are $0$ and $1/2$, and the shifted ones are $1/4$ and $3/4$. The density averages to $(0+1)/2=1/2$ on the first grid and to $(1/2+1/2)/2=1/2$ on the second, both exact. For the root, with $2/\pi\approx0.6366$:

| Average | Value | Error | Error × 4 | Limit |
|---|---|---|---|---|
| $A_2$ | 0.5000 | −0.1366 | −0.5465 | −0.5236 |
| $B_2$ | 0.7071 | 0.0705 | 0.2819 | 0.2618 |
| $(A_2+2B_2)/3$ | 0.6381 | 0.0015 | 0.0058 | 0 |

## The Lean file

```lean
import Mathlib

open Real Filter Topology

namespace NonanalyticGridError

noncomputable section

/-- The model density `sin(πx)²`, which has a node at every integer `x`. -/
def density (x : ℝ) : ℝ := sin (π * x) ^ 2

/-- The nonanalytic integrand: the square root of the density. -/
def rootDensity (x : ℝ) : ℝ := √(density x)

/-- The average of `f` over the `N` grid points `(j + s)/N`, `0 ≤ j < N`, with offset `s`,
for `N ≥ 1`. -/
def gridAverage (f : ℝ → ℝ) (N : ℕ) (s : ℝ) : ℝ :=
  (∑ j ∈ Finset.range N, f ((j + s) / N)) / N

/-- A sum of sines at phases spaced by `2x`, multiplied by `2 sin x`, telescopes to a difference of
two cosines. -/
theorem sum_sin_telescope (x b : ℝ) (n : ℕ) :
    2 * sin x * ∑ j ∈ Finset.range n, sin (b + 2 * x * j)
      = cos (b - x) - cos (b + 2 * x * n - x) := by
  induction n with
  | zero => simp
  | succ n ih =>
    have h : b + 2 * x * ((n + 1 : ℕ) : ℝ) - x = (b + 2 * x * n) + x := by
      push_cast
      ring
    rw [Finset.sum_range_succ, mul_add, ih, h, cos_add (b + 2 * x * n) x,
      cos_sub (b + 2 * x * n) x]
    ring

/-- The density itself is integrated over the unit cell without error by every uniform grid
of at least two points, whatever its offset. -/
theorem gridAverage_density (N : ℕ) (hN : 2 ≤ N) (s : ℝ) :
    gridAverage density N s = ∫ x in (0 : ℝ)..1, density x := by
  have h2 : (2 : ℝ) ≤ N := by exact_mod_cast hN
  have h0 : (0 : ℝ) < N := by linarith
  have hsin : 0 < sin (π / N) := by
    apply sin_pos_of_pos_of_lt_pi (by positivity)
    rw [div_lt_iff₀ h0]
    nlinarith [pi_pos]
  -- the oscillating part of the density sums to zero over a full period
  have h := sum_sin_telescope (π / N) (2 * π * s / N + π / 2) N
  have e : 2 * π * s / N + π / 2 + 2 * (π / N) * N - π / N
      = (2 * π * s / N + π / 2 - π / N) + 2 * π := by
    have : π / N * N = π := div_mul_cancel₀ _ h0.ne'
    linear_combination 2 * this
  rw [e, cos_add_two_pi, sub_self] at h
  have hz := (mul_eq_zero.mp h).resolve_left (mul_pos two_pos hsin).ne'
  have ht : ∀ j ∈ Finset.range N, density ((j + s) / N)
      = 1 / 2 - sin (2 * π * s / N + π / 2 + 2 * (π / N) * j) / 2 := by
    intro j _
    have : 2 * π * s / N + π / 2 + 2 * (π / N) * j
        = 2 * (π * ((j + s) / N)) + π / 2 := by ring
    rw [this, sin_add_pi_div_two, cos_two_mul, cos_sq']
    unfold density
    ring
  have hint : ∫ x in (0 : ℝ)..1, density x = 1 / 2 := by
    unfold density
    rw [intervalIntegral.integral_comp_mul_left (fun x => sin x ^ 2) pi_ne_zero,
      integral_sin_sq]
    simp only [mul_zero, mul_one, sin_zero, sin_pi, zero_mul, sub_zero, zero_add, smul_eq_mul]
    have := pi_ne_zero
    field_simp
  rw [hint, gridAverage, Finset.sum_congr rfl ht, Finset.sum_sub_distrib, Finset.sum_const,
    Finset.card_range, nsmul_eq_mul, ← Finset.sum_div, hz, zero_div, sub_zero,
    mul_div_cancel_left₀ _ h0.ne']

/-- Between the nodes at 0 and 1 the root of the density equals `sin(πx)`. -/
theorem rootDensity_eq_sin {x : ℝ} (h0 : 0 ≤ x) (h1 : x ≤ 1) :
    rootDensity x = sin (π * x) := by
  rw [rootDensity, density, sqrt_sq_eq_abs, abs_of_nonneg]
  exact sin_nonneg_of_nonneg_of_le_pi (by positivity) (by nlinarith [pi_pos])

/-- The exact integral of the root of the density over the unit cell is `2/π`. -/
theorem integral_rootDensity : ∫ x in (0 : ℝ)..1, rootDensity x = 2 / π := by
  have h : ∫ x in (0 : ℝ)..1, rootDensity x = ∫ x in (0 : ℝ)..1, sin (π * x) := by
    apply intervalIntegral.integral_congr
    intro x hx
    rw [Set.uIcc_of_le zero_le_one] at hx
    exact rootDensity_eq_sin hx.1 hx.2
  rw [h, intervalIntegral.integral_comp_mul_left (fun x => sin x) pi_ne_zero, integral_sin]
  simp only [mul_zero, mul_one, cos_zero, cos_pi, smul_eq_mul]
  ring

/-- Closed form of the grid average of the root of the density, for at least one grid point
and an offset between 0 and 1. -/
theorem gridAverage_rootDensity (N : ℕ) (hN : 1 ≤ N) {s : ℝ} (hs0 : 0 ≤ s) (hs1 : s ≤ 1) :
    gridAverage rootDensity N s
      = cos (π * (s - 1 / 2) / N) / (N * sin (π / (2 * N))) := by
  have h1 : (1 : ℝ) ≤ N := by exact_mod_cast hN
  have h0 : (0 : ℝ) < N := by linarith
  have hsin : 0 < sin (π / (2 * N)) := by
    apply sin_pos_of_pos_of_lt_pi (by positivity)
    rw [div_lt_iff₀ (by positivity)]
    nlinarith [pi_pos]
  have ht : ∀ j ∈ Finset.range N, rootDensity ((j + s) / N)
      = sin (π * s / N + 2 * (π / (2 * N)) * j) := by
    intro j hj
    have hj' : (j : ℝ) + 1 ≤ N := by exact_mod_cast Finset.mem_range.mp hj
    rw [rootDensity_eq_sin (by positivity) (by rw [div_le_iff₀ h0]; linarith)]
    congr 1
    ring
  have h := sum_sin_telescope (π / (2 * N)) (π * s / N) N
  have e1 : π * s / N - π / (2 * N) = π * (s - 1 / 2) / N := by ring
  -- the last phase differs from the first by half a period
  have e2 : π * s / N + 2 * (π / (2 * N)) * N - π / (2 * N)
      = π * (s - 1 / 2) / N + π := by
    have : π / N * N = π := div_mul_cancel₀ _ h0.ne'
    linear_combination this
  rw [e1, e2, cos_add_pi] at h
  rw [gridAverage, Finset.sum_congr rfl ht, div_eq_div_iff h0.ne' (mul_pos h0 hsin).ne']
  linear_combination (N : ℝ) / 2 * h

/-- As `x` tends to zero through non-zero values, `sin(kx)/x` tends to `k`. -/
theorem tendsto_sin_mul_div (k : ℝ) :
    Tendsto (fun x => sin (k * x) / x) (𝓝[≠] 0) (𝓝 k) := by
  have h : HasDerivAt (fun x => sin (k * x)) k 0 := by
    simpa using ((hasDerivAt_id' (0 : ℝ)).const_mul k).sin
  simpa [div_eq_inv_mul] using hasDerivAt_iff_tendsto_slope_zero.mp h

/-- As `x` tends to zero through non-zero values, `(x - sin x)/x³` tends to `1/6`. -/
theorem tendsto_sub_sin_div_cube :
    Tendsto (fun x => (x - sin x) / x ^ 3) (𝓝[≠] 0) (𝓝 (1 / 6)) := by
  rw [tendsto_iff_norm_sub_tendsto_zero]
  have hlim : Tendsto (fun x : ℝ => |x|) (𝓝[≠] 0) (𝓝 0) := by
    have h : Tendsto (fun x : ℝ => |x|) (𝓝 0) (𝓝 |0|) := continuous_abs.tendsto 0
    rw [abs_zero] at h
    exact h.mono_left nhdsWithin_le_nhds
  refine squeeze_zero' (Eventually.of_forall fun x => norm_nonneg _) ?_ hlim
  filter_upwards [self_mem_nhdsWithin, hlim.eventually (gt_mem_nhds one_pos)] with x hx hx1
  have hx0 : x ≠ 0 := hx
  have hp : 0 < |x| := abs_pos.mpr hx0
  have e : (x - sin x) / x ^ 3 - 1 / 6 = -(sin x - (x - x ^ 3 / 6)) / x ^ 3 := by
    field_simp
    ring
  rw [e, Real.norm_eq_abs, abs_div, abs_neg, abs_pow, div_le_iff₀ (by positivity)]
  have hb := sin_bound hx1.le
  nlinarith [pow_pos hp 4]

/-- For an offset `s` between 0 and 1, the grid error for the root of the density, multiplied
by `N²`, tends to `π/12 - π(s - 1/2)²`. -/
theorem tendsto_grid_error {s : ℝ} (hs0 : 0 ≤ s) (hs1 : s ≤ 1) :
    Tendsto (fun N : ℕ => (N : ℝ) ^ 2 *
        (gridAverage rootDensity N s - ∫ x in (0 : ℝ)..1, rootDensity x))
      atTop (𝓝 (π / 12 - π * (s - 1 / 2) ^ 2)) := by
  have hx : Tendsto (fun N : ℕ => π / 2 / (N : ℝ)) atTop (𝓝[≠] 0) := by
    refine tendsto_nhdsWithin_iff.mpr ⟨tendsto_const_div_atTop_nhds_zero_nat _, ?_⟩
    filter_upwards [eventually_ge_atTop 1] with N hN
    have h0 : (0 : ℝ) < N := by exact_mod_cast hN
    have : 0 < π / 2 / (N : ℝ) := by positivity
    exact this.ne'
  -- the scaled error as a function of x = π/(2N)
  have hl := (((tendsto_sub_sin_div_cube.sub
    (((tendsto_sin_mul_div (s - 1 / 2)).pow 2).const_mul 2)).div
    (tendsto_sin_mul_div 1) one_ne_zero).const_mul (π / 2)).comp hx
  have e : π / 2 * ((1 / 6 - 2 * (s - 1 / 2) ^ 2) / 1)
      = π / 12 - π * (s - 1 / 2) ^ 2 := by ring
  rw [e] at hl
  refine hl.congr' ?_
  filter_upwards [eventually_ge_atTop 1] with N hN
  have h1 : (1 : ℝ) ≤ N := by exact_mod_cast hN
  have h0 : (0 : ℝ) < N := by linarith
  have hsin : sin (π / (2 * N)) ≠ 0 := by
    apply ne_of_gt
    apply sin_pos_of_pos_of_lt_pi (by positivity)
    rw [div_lt_iff₀ (by positivity)]
    nlinarith [pi_pos]
  have ec : π * (s - 1 / 2) / N = 2 * ((s - 1 / 2) * (π / (2 * N))) := by ring
  rw [integral_rootDensity, gridAverage_rootDensity N hN hs0 hs1, ec, cos_two_mul, cos_sq']
  simp only [Function.comp_apply, Pi.div_apply, one_mul, div_div]
  have hpi := pi_ne_zero
  generalize sin ((s - 1 / 2) * (π / (2 * N))) = T
  generalize sin (π / (2 * N)) = S at hsin ⊢
  field_simp
  ring

/-- With grid points `j/N`, which include a node, the grid error for the root of the density,
multiplied by `N²`, tends to `-π/6`. -/
theorem tendsto_error_on_node :
    Tendsto (fun N : ℕ => (N : ℝ) ^ 2 * (gridAverage rootDensity N 0 - 2 / π))
      atTop (𝓝 (-(π / 6))) := by
  have h := tendsto_grid_error (s := 0) le_rfl zero_le_one
  rw [integral_rootDensity] at h
  have e : π / 12 - π * (0 - 1 / 2) ^ 2 = -(π / 6) := by ring
  rwa [e] at h

/-- With grid points `(j + 1/2)/N`, the grid error for the root of the density, multiplied by `N²`,
tends to `π/12`. -/
theorem tendsto_error_midpoint :
    Tendsto (fun N : ℕ => (N : ℝ) ^ 2 * (gridAverage rootDensity N (1 / 2) - 2 / π))
      atTop (𝓝 (π / 12)) := by
  have h := tendsto_grid_error (s := 1 / 2) (by norm_num) (by norm_num)
  rw [integral_rootDensity] at h
  have e : π / 12 - π * (1 / 2 - 1 / 2) ^ 2 = π / 12 := by ring
  rwa [e] at h

/-- For the root of the density, the mean of the two grid averages with weights 1/3 (points `j/N`)
and 2/3 (points `(j + 1/2)/N`) has an error that tends to zero even when multiplied by `N²`. -/
theorem tendsto_error_weighted :
    Tendsto (fun N : ℕ => (N : ℝ) ^ 2 *
        ((gridAverage rootDensity N 0 + 2 * gridAverage rootDensity N (1 / 2)) / 3 - 2 / π))
      atTop (𝓝 0) := by
  have h := (tendsto_error_on_node.add (tendsto_error_midpoint.const_mul 2)).div_const 3
  have e : (-(π / 6) + 2 * (π / 12)) / 3 = 0 := by ring
  rw [e] at h
  exact h.congr fun N => by ring

end

end NonanalyticGridError
```

```lean
#print axioms NonanalyticGridError.gridAverage_density
#print axioms NonanalyticGridError.tendsto_error_on_node
#print axioms NonanalyticGridError.tendsto_error_weighted
```

```
'NonanalyticGridError.gridAverage_density' depends on axioms: [propext, Classical.choice, Quot.sound]
'NonanalyticGridError.tendsto_error_on_node' depends on axioms: [propext, Classical.choice, Quot.sound]
'NonanalyticGridError.tendsto_error_weighted' depends on axioms: [propext, Classical.choice, Quot.sound]
```

## From the telescoping sum to the limit in Lean

`sum_sin_telescope` proves the sine sum by induction on `n`; its `x` is the half-step $\theta$. The step expands the two neighbouring cosines with `cos_add` and `cos_sub`, and `ring` collects the terms.

In `gridAverage_density`, `e` exhibits the phase difference $2\pi$, and `hz` divides out the non-zero factor $2\sin(\pi/N)$. The equation `ht` rewrites each density value as one half minus half a sine, and `hint` evaluates the integral.

`rootDensity_eq_sin` turns the root of a square into an absolute value and removes it by the sign of the sine on $[0,\pi]$. `integral_rootDensity` and `gridAverage_rootDensity` both rest on it. In the latter, `e1` and `e2` identify the two phases, `cos_add_pi` supplies the change of sign, and `linear_combination` solves for the average.

Two lemmas supply the limits at zero. `tendsto_sin_mul_div` reads the limit of $\sin(kx)/x$ as the derivative of $\sin(kx)$ at 0. `tendsto_sub_sin_div_cube` uses Mathlib's `sin_bound`, which controls the distance of $\sin x$ from $x-x^3/6$ by a multiple of $|x|^4$. After division by $|x|^3$ the deviation from $1/6$ is at most $|x|$, and a squeeze finishes the argument.

`tendsto_grid_error` first shows in `hx` that $\pi/(2N)$ tends to zero through non-zero values. `hl` combines the three limits exactly as in the last displayed quotient and composes them with `hx`. It remains to show that this quotient equals the scaled error for $N\ge1$. The closed form and the double-angle formula are inserted, the two remaining sines are replaced by the variables `T` and `S`, and `field_simp` and `ring` verify the algebra.

`tendsto_error_on_node` and `tendsto_error_midpoint` insert $s=0$ and $s=1/2$. `tendsto_error_weighted` adds these two limits with weights $1/3$ and $2/3$.
